# Kitaev's Majorana link operators are conserved, and the gauge operator of an end site reverses them at fixed energy

In Kitaev's honeycomb model each spin is coupled to three neighbours, through a different spin component along each link, and writing every spin with four Majorana operators turns the links into variables that look like a background field. Are these variables constant in time, and what happens to them under the gauge operators that come with the enlarged state space?

In Lean 4 with Mathlib:

```lean
import Mathlib

open Complex

namespace KitaevMajorana

noncomputable section

variable {V A : Type*} [Ring A]

/-- The Majorana relations for three operators `b j r` and one operator `c j` on each site:
each squares to one, and any two different ones anticommute. -/
structure IsMajorana (b : V → Fin 3 → A) (c : V → A) : Prop where
  b_sq : ∀ j r, b j r * b j r = 1
  c_sq : ∀ j, c j * c j = 1
  b_anti : ∀ j r k s, j ≠ k ∨ r ≠ s → b j r * b k s = -(b k s * b j r)
  c_anti : ∀ j k, j ≠ k → c j * c k = -(c k * c j)
  bc_anti : ∀ j r k, b j r * c k = -(c k * b j r)

/-- The gauge operator `D_j`, the product of the four Majoranas of site `j`. -/
def gauge (b : V → Fin 3 → A) (c : V → A) (j : V) : A :=
  b j 0 * b j 1 * (b j 2 * c j)

/-- An operator that anticommutes with two others commutes with their product. -/
theorem commute_pair {x a b : A} (ha : x * a = -(a * x)) (hb : x * b = -(b * x)) :
    Commute x (a * b) := by
  rw [commute_iff_eq, ← mul_assoc, ha, neg_mul, mul_assoc, hb, mul_neg, neg_neg, mul_assoc]

/-- The gauge operator of a site anticommutes with each of the four Majoranas of that site. -/
theorem gauge_flips {b : V → Fin 3 → A} {c : V → A} (h : IsMajorana b c) (j : V) :
    (∀ r, b j r * gauge b c j = -(gauge b c j * b j r)) ∧
      c j * gauge b c j = -(gauge b c j * c j) := by
  -- a product is odd under x if exactly one factor is
  have aL : ∀ {x a b : A}, x * a = -(a * x) → Commute x b → x * (a * b) = -(a * b * x) := by
    intro x a b h1 h2
    rw [← mul_assoc, h1, neg_mul, mul_assoc, h2.eq, mul_assoc]
  have aR : ∀ {x a b : A}, Commute x a → x * b = -(b * x) → x * (a * b) = -(a * b * x) := by
    intro x a b h1 h2
    rw [← mul_assoc, h1.eq, mul_assoc, h2, mul_neg, mul_assoc]
  have cb : ∀ r, c j * b j r = -(b j r * c j) := fun r => by rw [h.bc_anti, neg_neg]
  have bb : ∀ r s, r ≠ s → b j r * b j s = -(b j s * b j r) :=
    fun r s hrs => h.b_anti j r j s (Or.inr hrs)
  unfold gauge
  refine ⟨fun r => ?_, aR (commute_pair (cb 0) (cb 1)) (aL (cb 2) (Commute.refl _))⟩
  match r with
  | 0 =>
    exact aL (aR (Commute.refl _) (bb 0 1 (by decide)))
      (commute_pair (bb 0 2 (by decide)) (h.bc_anti j 0 j))
  | 1 =>
    exact aL (aL (bb 1 0 (by decide)) (Commute.refl _))
      (commute_pair (bb 1 2 (by decide)) (h.bc_anti j 1 j))
  | 2 =>
    exact aR (commute_pair (bb 2 0 (by decide)) (bb 2 1 (by decide)))
      (aR (Commute.refl _) (h.bc_anti j 2 j))

/-- The gauge operator of a site commutes with all Majoranas of every other site. -/
theorem gauge_fixes {b : V → Fin 3 → A} {c : V → A} (h : IsMajorana b c) {j k : V}
    (hkj : k ≠ j) : (∀ r, Commute (b k r) (gauge b c j)) ∧ Commute (c k) (gauge b c j) := by
  have cb : ∀ r, c k * b j r = -(b j r * c k) := fun r => by rw [h.bc_anti, neg_neg]
  have bb : ∀ r s, b k r * b j s = -(b j s * b k r) :=
    fun r s => h.b_anti k r j s (Or.inl hkj)
  unfold gauge
  exact ⟨fun r => (commute_pair (bb r 0) (bb r 1)).mul_right
      (commute_pair (bb r 2) (h.bc_anti k r j)),
    (commute_pair (cb 0) (cb 1)).mul_right (commute_pair (cb 2) (h.c_anti k j hkj))⟩

variable [Algebra ℂ A]

/-- The link operator `u_(j,r) = i b_(j,r) b_(m_r(j),r)`. -/
def link (b : V → Fin 3 → A) (m : Fin 3 → V → V) (j : V) (r : Fin 3) : A :=
  I • (b j r * b (m r j) r)

/-- The spin component `σ_(j,r) = i b_(j,r) c_j` in the Majorana representation. -/
def spin (b : V → Fin 3 → A) (c : V → A) (j : V) (r : Fin 3) : A :=
  I • (b j r * c j)

/-- The Hamiltonian `H = ∑ J_(j,r) u_(j,r) c_j c_(m_r(j))` with complex couplings. -/
def hamiltonian [Fintype V] (b : V → Fin 3 → A) (c : V → A) (m : Fin 3 → V → V)
    (J : V → Fin 3 → ℂ) : A :=
  ∑ j, ∑ r, J j r • (link b m j r * (c j * c (m r j)))

/-- If each `m_r` is an involution, all link operators commute with one another. -/
theorem link_commute_link {b : V → Fin 3 → A} {c : V → A} (h : IsMajorana b c)
    {m : Fin 3 → V → V} (hm : ∀ r j, m r (m r j) = j) (j k : V) (r s : Fin 3) :
    Commute (link b m j r) (link b m k s) := by
  unfold link
  refine Commute.smul_left (Commute.smul_right ?_ _) _
  by_cases hrs : r = s
  · subst hrs
    by_cases h1 : k = j
    · rw [h1]
    by_cases h2 : k = m r j
    · -- the same link, read from its other end
      have e : ∀ x y : A, x * x = 1 → y * y = 1 → x * y * (y * x) = 1 := by
        intro x y hx hy
        rw [mul_assoc, ← mul_assoc y y x, hy, one_mul, hx]
      rw [h2, hm, commute_iff_eq, e _ _ (h.b_sq _ _) (h.b_sq _ _),
        e _ _ (h.b_sq _ _) (h.b_sq _ _)]
    · -- two links without a common site
      have h3 : j ≠ m r k := fun e => h2 (by rw [e, hm])
      have h4 : m r j ≠ m r k := fun e => h1 (by
        have e' := congrArg (m r) e
        rw [hm, hm] at e'
        exact e'.symm)
      exact (commute_pair (h.b_anti _ _ _ _ (Or.inl (Ne.symm h1)))
        (h.b_anti _ _ _ _ (Or.inl h3))).mul_left
        (commute_pair (h.b_anti _ _ _ _ (Or.inl (Ne.symm h2)))
        (h.b_anti _ _ _ _ (Or.inl h4)))
  · have bb : ∀ i l, b i r * b l s = -(b l s * b i r) :=
      fun i l => h.b_anti i r l s (Or.inr hrs)
    exact (commute_pair (bb _ _) (bb _ _)).mul_left (commute_pair (bb _ _) (bb _ _))

/-- If each `m_r` is an involution, every link operator is conserved: it commutes with the
Hamiltonian for all complex couplings. -/
theorem link_commute_hamiltonian [Fintype V] {b : V → Fin 3 → A} {c : V → A}
    (h : IsMajorana b c) {m : Fin 3 → V → V} (hm : ∀ r j, m r (m r j) = j)
    (J : V → Fin 3 → ℂ) (j : V) (r : Fin 3) :
    Commute (link b m j r) (hamiltonian b c m J) := by
  unfold hamiltonian
  refine Commute.sum_right _ _ _ fun k _ => Commute.sum_right _ _ _ fun s _ => ?_
  refine Commute.smul_right ((link_commute_link h hm j k r s).mul_right ?_) _
  unfold link
  exact Commute.smul_left ((commute_pair (h.bc_anti _ _ _) (h.bc_anti _ _ _)).mul_left
    (commute_pair (h.bc_anti _ _ _) (h.bc_anti _ _ _))) _

/-- A link operator that joins site `j` to a different site anticommutes with `D_j`. -/
theorem link_anticommute_gauge {b : V → Fin 3 → A} {c : V → A} (h : IsMajorana b c)
    {m : Fin 3 → V → V} {j : V} {r : Fin 3} (hf : m r j ≠ j) :
    link b m j r * gauge b c j = -(gauge b c j * link b m j r) := by
  have hx := (gauge_flips h j).1 r
  have hy := (gauge_fixes h hf).1 r
  unfold link
  rw [smul_mul_assoc, mul_smul_comm, mul_assoc, hy.eq, ← mul_assoc, hx, neg_mul, smul_neg,
    mul_assoc]

/-- The Hamiltonian is a sum of spin-spin couplings `i J_(j,r) σ_(j,r) σ_(m_r(j),r)`. -/
theorem hamiltonian_eq_spin [Fintype V] {b : V → Fin 3 → A} {c : V → A}
    (h : IsMajorana b c) (m : Fin 3 → V → V) (J : V → Fin 3 → ℂ) :
    hamiltonian b c m J =
      ∑ j, ∑ r, (I * J j r) • (spin b c j r * spin b c (m r j) r) := by
  unfold hamiltonian link spin
  refine Finset.sum_congr rfl fun j _ => Finset.sum_congr rfl fun r _ => ?_
  -- exchanging c_j with the neighbouring b costs one sign
  have e : b j r * c j * (b (m r j) r * c (m r j)) =
      -(b j r * b (m r j) r * (c j * c (m r j))) := by
    have hc : c j * b (m r j) r = -(b (m r j) r * c j) := by rw [h.bc_anti, neg_neg]
    rw [mul_assoc, ← mul_assoc (c j), hc, neg_mul, mul_neg, mul_assoc, mul_assoc]
  simp only [smul_mul_assoc, mul_smul_comm, smul_smul, e, smul_neg, ← neg_smul]
  congr 1
  linear_combination (J j r * I) * I_mul_I

/-- Every gauge operator `D_j` commutes with the Hamiltonian. -/
theorem gauge_commute_hamiltonian [Fintype V] {b : V → Fin 3 → A} {c : V → A}
    (h : IsMajorana b c) (m : Fin 3 → V → V) (J : V → Fin 3 → ℂ) (j : V) :
    Commute (gauge b c j) (hamiltonian b c m J) := by
  -- each spin component is gauge invariant
  have key : ∀ k s, Commute (gauge b c j) (spin b c k s) := by
    intro k s
    unfold spin
    refine Commute.smul_right ?_ _
    by_cases hk : k = j
    · rw [hk]
      exact commute_pair (by rw [(gauge_flips h j).1 s, neg_neg])
        (by rw [(gauge_flips h j).2, neg_neg])
    · exact ((gauge_fixes h hk).1 s).symm.mul_right (gauge_fixes h hk).2.symm
  rw [hamiltonian_eq_spin h]
  exact Commute.sum_right _ _ _ fun k _ => Commute.sum_right _ _ _ fun s _ =>
    Commute.smul_right ((key _ _).mul_right (key _ _)) _

/-- Let `ψ ≠ 0` have energy `E` and link eigenvalue `s` on a link from `j` to another site.
Then `D_j ψ` is nonzero and has energy `E` and link eigenvalue `-s`. -/
theorem gauge_partner [Fintype V] {M : Type*} [AddCommGroup M] [Module ℂ M]
    {b : V → Fin 3 → Module.End ℂ M} {c : V → Module.End ℂ M} (h : IsMajorana b c)
    {m : Fin 3 → V → V} {J : V → Fin 3 → ℂ} {j : V} {r : Fin 3} (hf : m r j ≠ j)
    {ψ : M} {E s : ℂ} (hψ : ψ ≠ 0) (hE : hamiltonian b c m J ψ = E • ψ)
    (hs : link b m j r ψ = s • ψ) :
    gauge b c j ψ ≠ 0 ∧ hamiltonian b c m J (gauge b c j ψ) = E • gauge b c j ψ ∧
      link b m j r (gauge b c j ψ) = (-s) • gauge b c j ψ := by
  refine ⟨fun h0 => hψ ?_, ?_, ?_⟩
  · -- each Majorana squares to one, so none annihilates a state
    have inj : ∀ x : Module.End ℂ M, x * x = 1 → ∀ φ, x φ = 0 → φ = 0 := by
      intro x hx φ hφ
      have e := LinearMap.congr_fun hx φ
      rw [Module.End.mul_apply, hφ, map_zero, Module.End.one_apply] at e
      exact e.symm
    exact inj _ (h.c_sq j) _ (inj _ (h.b_sq j 2) _ (inj _ (h.b_sq j 1) _
      (inj _ (h.b_sq j 0) _ h0)))
  · have e := LinearMap.congr_fun (gauge_commute_hamiltonian h m J j).eq ψ
    rw [Module.End.mul_apply, Module.End.mul_apply] at e
    rw [← e, hE, map_smul]
  · have e := LinearMap.congr_fun (link_anticommute_gauge h hf) ψ
    rw [LinearMap.neg_apply, Module.End.mul_apply, Module.End.mul_apply] at e
    rw [e, hs, map_smul, neg_smul]

/-- The configuration `s` with the occupation of mode `p` reversed. -/
def toggle {N : ℕ} (s : Fin N → Bool) (p : Fin N) : Fin N → Bool :=
  fun q => Bool.xor (s q) (decide (q = p))

/-- The Jordan–Wigner sign: a factor `-1` for each occupied mode before `p`. -/
def wignerSign {N : ℕ} (s : Fin N → Bool) (p : Fin N) : ℂ :=
  ∏ q, if q < p ∧ s q = true then -1 else 1

/-- The Jordan–Wigner operator that reverses mode `p` and multiplies by the sign. -/
def jordanWigner {N : ℕ} (p : Fin N) : Module.End ℂ ((Fin N → Bool) → ℂ) where
  toFun f := fun s => wignerSign s p * f (toggle s p)
  map_add' _ _ := funext fun _ => mul_add _ _ _
  map_smul' _ _ := funext fun _ => mul_left_comm _ _ _

/-- The three perfect pairings of the corners of a tetrahedron. -/
def tetrahedron : Fin 3 → Fin 4 → Fin 4 :=
  ![![1, 0, 3, 2], ![2, 3, 0, 1], ![3, 2, 1, 0]]

/-- Sixteen Jordan–Wigner operators, four per corner of a tetrahedron, satisfy the Majorana
relations, and the three pairings of the corners are involutions without fixed points. -/
theorem isMajorana_witness :
    IsMajorana (fun (j : Fin 4) (r : Fin 3) => jordanWigner (finProdFinEquiv (j, r.castSucc)))
      (fun j : Fin 4 => jordanWigner (finProdFinEquiv (j, Fin.last 3))) ∧
    ∀ r j, tetrahedron r (tetrahedron r j) = j ∧ tetrahedron r j ≠ j := by
  -- reversing mode q changes the sign of p exactly if q comes before p
  have hs : ∀ (s : Fin (4 * 4) → Bool) (q p : Fin (4 * 4)),
      wignerSign (toggle s q) p = (if q < p then -1 else 1) * wignerSign s p := by
    intro s q p
    have e : (if q < p then -1 else 1 : ℂ) =
        ∏ x, if x = q then (if q < p then -1 else 1 : ℂ) else 1 := by
      rw [Finset.prod_ite_eq' Finset.univ q, if_pos (Finset.mem_univ q)]
    unfold wignerSign
    rw [e, ← Finset.prod_mul_distrib]
    refine Finset.prod_congr rfl fun x _ => ?_
    by_cases hx : x = q
    · subst hx
      cases hsx : s x <;> by_cases hp : x < p <;> simp [toggle, hsx, hp]
    · simp [toggle, hx]
  have sq : ∀ p : Fin (4 * 4), jordanWigner p * jordanWigner p = 1 := by
    intro p
    refine LinearMap.ext fun f => funext fun s => ?_
    change wignerSign s p * (wignerSign (toggle s p) p * f (toggle (toggle s p) p)) = f s
    have ht : toggle (toggle s p) p = s := by
      funext x
      unfold toggle
      cases s x <;> cases decide (x = p) <;> rfl
    have h1 : wignerSign s p * wignerSign s p = 1 := by
      unfold wignerSign
      rw [← Finset.prod_mul_distrib]
      refine Finset.prod_eq_one fun x _ => ?_
      split_ifs <;> norm_num
    rw [hs, ht, if_neg (lt_irrefl p), one_mul, ← mul_assoc, h1, one_mul]
  have anti : ∀ p q : Fin (4 * 4), p ≠ q →
      jordanWigner p * jordanWigner q = -(jordanWigner q * jordanWigner p) := by
    intro p q hpq
    refine LinearMap.ext fun f => funext fun s => ?_
    change wignerSign s p * (wignerSign (toggle s p) q * f (toggle (toggle s p) q)) =
      -(wignerSign s q * (wignerSign (toggle s q) p * f (toggle (toggle s q) p)))
    have ht : toggle (toggle s p) q = toggle (toggle s q) p := by
      funext x
      unfold toggle
      cases s x <;> cases decide (x = p) <;> cases decide (x = q) <;> rfl
    rw [hs s p q, hs s q p, ht]
    rcases lt_or_gt_of_ne hpq with h | h
    · rw [if_pos h, if_neg (lt_asymm h)]
      ring
    · rw [if_neg (lt_asymm h), if_pos h]
      ring
  refine ⟨⟨fun _ _ => sq _, fun _ => sq _, fun j r k s h => anti _ _ fun e => ?_,
    fun j k h => anti _ _ fun e => ?_, fun j r k => anti _ _ fun e => ?_⟩, by decide⟩
  · have e' := finProdFinEquiv.injective e
    exact h.elim (fun hj => hj (congrArg Prod.fst e'))
      (fun hr => hr (Fin.castSucc_injective _ (congrArg Prod.snd e')))
  · exact h (congrArg Prod.fst (finProdFinEquiv.injective e))
  · exact (Fin.castSucc_lt_last r).ne (congrArg Prod.snd (finProdFinEquiv.injective e))

end

end KitaevMajorana
```

```lean
#print axioms KitaevMajorana.link_commute_hamiltonian
#print axioms KitaevMajorana.link_anticommute_gauge
#print axioms KitaevMajorana.gauge_partner
```

```
'KitaevMajorana.link_commute_hamiltonian' depends on axioms: [propext, Classical.choice, Quot.sound]
'KitaevMajorana.link_anticommute_gauge' depends on axioms: [propext, Classical.choice, Quot.sound]
'KitaevMajorana.gauge_partner' depends on axioms: [propext, Classical.choice, Quot.sound]
```

## Sites, links and couplings

Each site j carries Majoranas b_(j,r), with r = 0, 1, 2 for the spin components x, y, z, and one further Majorana c_j. `IsMajorana` says that each squares to one and that different ones anticommute. They live in a complex algebra `A`. The map m_r sends a site to its neighbour along the link of type r. With k = m_r(j), the definitions `link`, `gauge` and `hamiltonian` read

u_(j,r) = i b_(j,r) b_(k,r)

D_j = b_(j,0) b_(j,1) b_(j,2) c_j

H = Σ_(j,r) J_(j,r) u_(j,r) c_j c_(m_r(j)).

The sum visits a link between different sites from both ends. Both signs change on exchanging the ends, so the two terms agree and their couplings add. The letter J also differs from textbook use: the usual −K σσ on a link corresponds to J = iK/2 at each end. The theorems allow any complex J and don't assume that H is Hermitian.

`link_commute_hamiltonian` states that every u_(j,r) commutes with H if each m_r is an involution, which means physically that a neighbour's link of the same type leads back. `link_anticommute_gauge` states that u_(j,r) anticommutes with D_j if m_r(j) ≠ j, that is, if the link really joins two sites. `gauge_commute_hamiltonian` needs neither condition. `gauge_partner` turns the last two into a statement about states: if m_r(j) ≠ j and ψ ≠ 0 has energy E and eigenvalue s of u_(j,r), then D_j ψ is nonzero and has energy E and link eigenvalue −s.

## Gauge copies and physical states

On a finite cluster, before projection to physical spins, the conserved links allow H to be solved sector by sector: with all u fixed to numbers, it is quadratic in the c_j and describes free fermions.

The step from this algebra to the spin model is the projection onto D_j = 1 at every site, which the theorems leave out. The states ψ and D_j ψ have the same projection. If it is nonzero, they are gauge copies of one physical state; if it is zero, neither represents a physical state. In both cases the pair is no sign of a physical degeneracy. For Hermitian Majoranas D_j is unitary, and a normalised ψ gives a normalised partner.

## Counting signs

Most of the commutation proofs use one rule, `commute_pair`. If x anticommutes with a and with b, then

x a b = −a x b = a b x.

Moving a Majorana of site j through D_j gives three minus signs from the other Majoranas and none from itself, so it anticommutes with D_j. A Majorana of another site collects four minus signs and commutes. These are `gauge_flips` and `gauge_fixes`. In the first, the auxiliary facts `aL` and `aR` say that a product changes sign when exactly one factor does, and the proof goes through the three values of r.

For conservation, first compare two links u_(j,r) and u_(k,s), where k is now any site. If r ≠ s, they contain different Majoranas, and the pair rule makes them commute. If r = s, there are three cases, which `link_commute_link` separates with `by_cases`:

- If k = j, the operators are equal.
- If k = m_r(j), the involution gives the same link read backwards. With x = b_(j,r) and y = b_(k,r), both (xy)(yx) and (yx)(xy) equal one.
- Otherwise the involution ensures that the links share no site, and the pair rule applies again.

Every b also commutes with a product of two c's. Each u therefore commutes with every term of H, and `Commute.sum_right` carries this to the sum.

For the sign reversal, let k = m_r(j) ≠ j. Then b_(k,r) commutes with D_j and b_(j,r) anticommutes with it:

u_(j,r) D_j = i b_(j,r) D_j b_(k,r) = −D_j u_(j,r).

## Energy and the partner state

To see that D_j preserves energy, write σ_(j,r) = i b_(j,r) c_j, called `spin` in the code. Exchanging c_j with b_(k,r) costs one sign, so

σ_(j,r) σ_(k,r) = −b_(j,r) c_j b_(k,r) c_k = b_(j,r) b_(k,r) c_j c_k = −i u_(j,r) c_j c_k.

Hence u_(j,r) c_j c_k = i σ_(j,r) σ_(k,r), which is `hamiltonian_eq_spin` term by term. A σ at site j contains two Majoranas that change sign under D_j; a σ elsewhere contains none. Every σ commutes with D_j, and so does H.

Acting on ψ gives

H D_j ψ = D_j H ψ = E D_j ψ

u_(j,r) D_j ψ = −D_j u_(j,r) ψ = −s D_j ψ.

If D_j ψ were zero, multiplying from the left by b_(j,0), b_(j,1), b_(j,2) and c_j in turn would give ψ = 0. The auxiliary fact `inj` performs these four steps.

## A concrete set of sixteen Majoranas

`isMajorana_witness` realises the relations on the four corners of a tetrahedron, whose three perfect pairings serve as the m_r. Each `jordanWigner` operator reverses one of sixteen modes and gives a factor −1 for each occupied mode before it. This uses only one of the two Majoranas that a mode carries, so the space is larger than necessary: eight modes would suffice. Reversing mode q changes the sign for p only if q < p. For two different modes this happens in exactly one order of the operators, hence the anticommutation.

## Three sites in a cycle

Conservation can fail if m_r is merely a permutation without fixed points. Take sites 0, 1, 2 with m_r: 0 → 1 → 2 → 0 for one type r, and let J_(1,r) = i be the only nonzero coupling, which makes H Hermitian for Hermitian Majoranas. Then

H = i u_(1,r) c_1 c_2 = −σ_(1,r) σ_(2,r).

The operators u_(0,r) = i b_(0,r) b_(1,r) and u_(1,r) = i b_(1,r) b_(2,r) share one Majorana and anticommute. So u_(0,r) anticommutes with H, and since both are invertible, they don't commute in any nonzero algebra.
